# The Ising chain's magnetization, computed from the leading transfer-matrix eigenvalue, vanishes with the field and has zero-field slope exp(2K) in the reduced field

## A smooth curve that looks like a jump

Take a long Ising chain with nearest-neighbour coupling J at K = J/(k_B T) = 3, and plot its magnetization per site against the reduced field h = B/(k_B T), where B is the field in energy units, on a grid of spacing 0.1 that includes h = 0. The points go from about −1 to 0 to about +1 in two steps, and the plot can be read as the jump of a ferromagnet with spontaneous order. That reading is wrong: the curve is smooth and passes through zero with slope exp(6) ≈ 403, which the grid is too coarse to resolve. A closed formula for the magnetization settles the matter at every finite coupling.

## From the chain to one eigenvalue

Classical spins sᵢ = ±1 on a line have the energy

E = −J Σ sᵢ sᵢ₊₁ − B Σ sᵢ,

where J is the coupling and B the field, with the magnetic moment absorbed into it. At temperature T, set K = J/(k_B T) and h = B/(k_B T). The transfer matrix has entries exp(K s s′ + h(s + s′)/2), and its larger eigenvalue is

p(h) = exp(K) cosh h + √(exp(2K) sinh² h + exp(−2K)).

For a long periodic chain the partition function is dominated by p to the power of the number of sites. The free energy per site is then −k_B T log p, and the mean spin is

m(h) = d(log p)/dh, at fixed K.

The Lean code starts from the closed form of p. The matrix, its diagonalization and the limit of infinite length are the physical reasons for studying this function, and are not formalized.

## What the theorem says

In Lean, `topEigenvalue K h` is p(h), and `magnetization K h` is defined as the derivative of its logarithm, so the formula for m has to be proved. Both arguments are dimensionless real numbers. The main theorem, `ising_chain_magnetization`, holds for every real K and has three parts:

- For all h, m(h) = sinh h / √(sinh² h + exp(−4K)).
- m(h) tends to 0 as h tends to 0, from either side. This is the sense in which there is no spontaneous order.
- m is differentiable at h = 0, with derivative exp(2K).

The slope is taken with respect to h; the response to the field B itself is exp(2K)/(k_B T). For K < 0, the antiferromagnetic case, the theorem concerns only the uniform magnetization and is silent about staggered order.

For the classical chain with nearest-neighbour coupling, the formula gives a reference value for simulations, provided the simulated chain is much longer than its correlation length.

## The derivation by hand

Write R(h) = √(sinh² h + exp(−4K)), which is strictly positive. Taking exp(2K) out of the square root in p gives

p = exp(K) (cosh h + R), so log p = K + log(cosh h + R).

The chain rule gives R′ = sinh h cosh h / R. Therefore

m = (sinh h + sinh h cosh h / R) / (cosh h + R)
  = sinh h (R + cosh h) / (R (cosh h + R))
  = sinh h / R.

Differentiating once more,

m′ = (R cosh h − sinh² h cosh h / R) / R²
  = cosh h (R² − sinh² h) / R³
  = exp(−4K) cosh h / R³.

At h = 0 we have R = exp(−2K), hence

m′(0) = exp(−4K) / exp(−6K) = exp(2K).

Since m is differentiable at 0 it is continuous there, and m(0) = 0, so m(h) → 0.

Three further facts follow. The derivative m′ is positive everywhere, so m increases strictly with the field. Because sinh² h < R², |m| < 1 at every finite K and h. Finally, at fixed h > 0, R → sinh h as K → ∞, so m → 1. The order of limits therefore matters: letting h → 0 from above first gives 0 at every K, while letting K → ∞ first gives 1.

## The Lean file

```lean
import Mathlib

open Filter Topology

namespace IsingChainMagnetization

noncomputable section

/-- Closed form of the leading transfer-matrix eigenvalue of the Ising chain,
with reduced coupling `K` and reduced field `h`. -/
def topEigenvalue (K h : ℝ) : ℝ :=
  Real.exp K * Real.cosh h +
    Real.sqrt (Real.exp (2 * K) * Real.sinh h ^ 2 + Real.exp (-2 * K))

/-- The magnetization per site: the derivative of `log p` with respect to the reduced field. -/
def magnetization (K h : ℝ) : ℝ :=
  deriv (fun x => Real.log (topEigenvalue K x)) h

/-- The square root `R(h) = √(sinh² h + exp(-4K))` that governs the response to the field. -/
def root (K h : ℝ) : ℝ :=
  Real.sqrt (Real.sinh h ^ 2 + Real.exp (-4 * K))

lemma root_pos (K h : ℝ) : 0 < root K h :=
  Real.sqrt_pos.mpr (by positivity)

lemma root_sq (K h : ℝ) : root K h ^ 2 = Real.sinh h ^ 2 + Real.exp (-4 * K) :=
  Real.sq_sqrt (by positivity)

/-- The leading eigenvalue factors as `exp K * (cosh h + R(h))`. -/
theorem topEigenvalue_eq (K h : ℝ) :
    topEigenvalue K h = Real.exp K * (Real.cosh h + root K h) := by
  have h1 : Real.exp (2 * K) = Real.exp K ^ 2 := by
    rw [sq, ← Real.exp_add]
    congr 1
    ring
  have h2 : Real.exp (-2 * K) = Real.exp K ^ 2 * Real.exp (-4 * K) := by
    rw [sq, ← Real.exp_add, ← Real.exp_add]
    congr 1
    ring
  unfold topEigenvalue root
  rw [h1, h2, ← mul_add, Real.sqrt_mul (sq_nonneg _), Real.sqrt_sq (Real.exp_pos K).le,
    ← mul_add]

lemma hasDerivAt_root (K h : ℝ) :
    HasDerivAt (root K) (Real.sinh h * Real.cosh h / root K h) h := by
  have h1 : HasDerivAt (fun x => Real.sinh x ^ 2 + Real.exp (-4 * K))
      (2 * Real.sinh h * Real.cosh h) h := by
    refine (((Real.hasDerivAt_sinh h).fun_pow 2).add_const _).congr_deriv ?_
    norm_num
  have hne : Real.sinh h ^ 2 + Real.exp (-4 * K) ≠ 0 := by positivity
  refine (h1.sqrt hne).congr_deriv ?_
  show 2 * Real.sinh h * Real.cosh h / (2 * root K h) = _
  rw [mul_assoc]
  exact mul_div_mul_left _ _ two_ne_zero

/-- The logarithm of the leading eigenvalue is differentiable in the field, with derivative
`sinh h / √(sinh² h + exp(-4K))`. -/
theorem hasDerivAt_log_topEigenvalue (K h : ℝ) :
    HasDerivAt (fun x => Real.log (topEigenvalue K x))
      (Real.sinh h / Real.sqrt (Real.sinh h ^ 2 + Real.exp (-4 * K))) h := by
  have hpos : ∀ x, 0 < Real.cosh x + root K x := fun x =>
    add_pos (Real.cosh_pos x) (root_pos K x)
  have hp : (fun x => Real.log (topEigenvalue K x)) =
      fun x => K + Real.log (Real.cosh x + root K x) := by
    funext x
    rw [topEigenvalue_eq, Real.log_mul (Real.exp_pos K).ne' (hpos x).ne', Real.log_exp]
  rw [hp]
  refine ((((Real.hasDerivAt_cosh h).fun_add (hasDerivAt_root K h)).log
    (hpos h).ne').const_add K).congr_deriv ?_
  -- the factor cosh h + R(h) cancels
  show _ = Real.sinh h / root K h
  rw [div_eq_iff (hpos h).ne']
  have e : Real.sinh h / root K h * root K h = Real.sinh h :=
    div_mul_cancel₀ _ (root_pos K h).ne'
  linear_combination (-1 : ℝ) * e

lemma magnetization_eq (K h : ℝ) : magnetization K h = Real.sinh h / root K h :=
  (hasDerivAt_log_topEigenvalue K h).deriv

/-- The magnetization is differentiable in the reduced field `h`, with derivative `exp(-4K) cosh h /
R(h)³`. -/
theorem hasDerivAt_magnetization (K h : ℝ) :
    HasDerivAt (magnetization K)
      (Real.exp (-4 * K) * Real.cosh h / root K h ^ 3) h := by
  have hm : magnetization K = fun x => Real.sinh x / root K x :=
    funext (magnetization_eq K)
  have hr := (root_pos K h).ne'
  rw [hm]
  refine ((Real.hasDerivAt_sinh h).fun_div (hasDerivAt_root K h) hr).congr_deriv ?_
  rw [div_eq_div_iff (pow_ne_zero 2 hr) (pow_ne_zero 3 hr)]
  have e : Real.sinh h * Real.cosh h / root K h * root K h = Real.sinh h * Real.cosh h :=
    div_mul_cancel₀ _ hr
  -- use R² = sinh² h + exp(-4K)
  linear_combination (-Real.sinh h * root K h ^ 2) * e +
    (Real.cosh h * root K h ^ 2) * root_sq K h

/-- At every real coupling, the magnetization has the closed form
`sinh h / √(sinh² h + exp(-4K))`, tends to zero with the field, and has slope `exp(2K)`
at zero field. -/
theorem ising_chain_magnetization (K : ℝ) :
    (∀ h, magnetization K h =
      Real.sinh h / Real.sqrt (Real.sinh h ^ 2 + Real.exp (-4 * K))) ∧
    Tendsto (magnetization K) (𝓝 0) (𝓝 0) ∧
    HasDerivAt (magnetization K) (Real.exp (2 * K)) 0 := by
  refine ⟨magnetization_eq K, ?_, ?_⟩
  · have h0 : magnetization K 0 = 0 := by
      rw [magnetization_eq, Real.sinh_zero, zero_div]
    have hc := (hasDerivAt_magnetization K 0).continuousAt.tendsto
    rwa [h0] at hc
  · have hroot : root K 0 = Real.exp (-2 * K) := by
      have e : Real.sinh 0 ^ 2 + Real.exp (-4 * K) = Real.exp (-2 * K) ^ 2 := by
        rw [Real.sinh_zero, sq (Real.exp (-2 * K)), ← Real.exp_add]
        ring_nf
      unfold root
      rw [e, Real.sqrt_sq (Real.exp_pos _).le]
    refine (hasDerivAt_magnetization K 0).congr_deriv ?_
    rw [hroot, Real.cosh_zero, mul_one, div_eq_iff (by positivity),
      ← Real.exp_nat_mul, ← Real.exp_add]
    congr 1
    push_cast
    ring

/-- The magnetization increases strictly with the field. -/
theorem magnetization_strictMono (K : ℝ) : StrictMono (magnetization K) := by
  apply strictMono_of_deriv_pos
  intro h
  rw [(hasDerivAt_magnetization K h).deriv]
  exact div_pos (mul_pos (Real.exp_pos _) (Real.cosh_pos h)) (pow_pos (root_pos K h) 3)

/-- At finite coupling and field the magnetization per site is strictly below saturation. -/
theorem abs_magnetization_lt_one (K h : ℝ) : |magnetization K h| < 1 := by
  rw [magnetization_eq, abs_div, abs_of_pos (root_pos K h), div_lt_one (root_pos K h)]
  apply abs_lt_of_sq_lt_sq _ (root_pos K h).le
  rw [root_sq]
  linarith [Real.exp_pos (-4 * K)]

/-- In a fixed positive field the magnetization tends to saturation as the reduced coupling
tends to infinity. -/
theorem magnetization_tendsto_one {h : ℝ} (hh : 0 < h) :
    Tendsto (fun K => magnetization K h) atTop (𝓝 1) := by
  have hs : 0 < Real.sinh h := Real.sinh_pos_iff.mpr hh
  have he : Tendsto (fun K : ℝ => Real.exp (-4 * K)) atTop (𝓝 0) :=
    Real.tendsto_exp_atBot.comp
      (tendsto_id.const_mul_atTop_of_neg (by norm_num : (-4 : ℝ) < 0))
  -- the root tends to sinh h
  have hr : Tendsto (fun K => root K h) atTop (𝓝 (Real.sinh h)) := by
    have h1 := (he.const_add (Real.sinh h ^ 2)).sqrt
    rw [add_zero, Real.sqrt_sq hs.le] at h1
    exact h1
  have h2 := (tendsto_const_nhds (x := Real.sinh h)).div hr hs.ne'
  rw [div_self hs.ne'] at h2
  exact h2.congr (fun K => (magnetization_eq K h).symm)

end

end IsingChainMagnetization
```

```lean
#print axioms IsingChainMagnetization.ising_chain_magnetization
-- 'IsingChainMagnetization.ising_chain_magnetization' depends on axioms: [propext, Classical.choice, Quot.sound]
#print axioms IsingChainMagnetization.magnetization_strictMono
-- 'IsingChainMagnetization.magnetization_strictMono' depends on axioms: [propext, Classical.choice, Quot.sound]
#print axioms IsingChainMagnetization.abs_magnetization_lt_one
-- 'IsingChainMagnetization.abs_magnetization_lt_one' depends on axioms: [propext, Classical.choice, Quot.sound]
#print axioms IsingChainMagnetization.magnetization_tendsto_one
-- 'IsingChainMagnetization.magnetization_tendsto_one' depends on axioms: [propext, Classical.choice, Quot.sound]
```

## How the proof follows the calculation

**Factoring p.** `root` is R, and `root_pos` and `root_sq` record that it is positive and what its square is. `topEigenvalue_eq` rewrites the exponentials as multiples of exp(K)² and takes that square out of the root.

**The first derivative.** `hasDerivAt_root` applies the chain rule to the square root, whose argument is never zero. In `hasDerivAt_log_topEigenvalue` the logarithm is first split into K + log(cosh h + R). Lean's differentiation rules then produce a derivative in unsimplified form, and `congr_deriv` leaves the task of showing that it equals sinh h / R. Multiplying out the denominator and using (sinh h / R) · R = sinh h completes the cancellation; `linear_combination` does the algebra. Lean's `deriv` returns 0 where a function is not differentiable, but this theorem shows that the case never arises here, and `magnetization_eq` passes the formula on to m.

**The second derivative.** `hasDerivAt_magnetization` uses the quotient rule and clears denominators. The final `linear_combination` brings in `root_sq`, which is the step R² − sinh² h = exp(−4K) above.

**The main theorem.** The closed form is `magnetization_eq`. The vanishing limit comes from continuity at 0 together with m(0) = 0. For the slope, the proof evaluates R at zero field and combines the exponents.

**Monotonicity, saturation and strong coupling.** `magnetization_strictMono` follows from the positive derivative, and `abs_magnetization_lt_one` from comparing sinh² h with R². `magnetization_tendsto_one` sends exp(−4K) to 0 and then takes the limit of the quotient. The hypothesis `0 < h` makes the limiting denominator sinh h positive, so that the division is legitimate and the quotient tends to +1.
